# The angle with cosine 1 − ε is asymptotic to √(2ε) as ε falls to zero

The theorem `tendsto_arccos_div_sqrt` says that the ratio of arccos(1 − ε) to √(2ε) tends to 1 as the real number ε tends to 0 from above. If 1 − ε is read as the modulus of the overlap of two normalised state vectors, this gives the angle between them to leading order, though the statement itself mentions no states and concerns only real functions. The proof first shows that √(2ε) is the chord of the unit circle subtending that angle, so the ratio is the inverse of sinc at half the angle. Continuity of sinc, with value 1 at zero, then gives the limit, and what remains is to check that the two expressions agree for 0 < ε < 2.

In Lean, a first try:

```lean
import Mathlib

open Real Filter Topology

namespace TendstoArccosDivSqrt

noncomputable section

/-- For `0 ≤ ε ≤ 2`, the length `√(2ε)` is the chord of the unit circle that subtends
the angle `arccos (1 - ε)`. -/
theorem sqrt_eq_chord {ε : ℝ} (h0 : 0 ≤ ε) (h2 : ε ≤ 2) :
    Real.sqrt (2 * ε) = 2 * Real.sin (Real.arccos (1 - ε) / 2) := by
  have hc : Real.cos (Real.arccos (1 - ε)) = 1 - ε :=
    Real.cos_arccos (by linarith) (by linarith)
  have hd := Real.cos_two_mul (Real.arccos (1 - ε) / 2)
  rw [mul_div_cancel₀ _ (two_ne_zero : (2 : ℝ) ≠ 0), hc] at hd
  have hs := Real.sin_sq_add_cos_sq (Real.arccos (1 - ε) / 2)
  have hn : 0 ≤ Real.sin (Real.arccos (1 - ε) / 2) :=
    Real.sin_nonneg_of_nonneg_of_le_pi
      (by linarith [Real.arccos_nonneg (1 - ε)])
      (by linarith [Real.arccos_le_pi (1 - ε), Real.pi_pos])
  have h : 2 * ε = (2 * Real.sin (Real.arccos (1 - ε) / 2)) ^ 2 := by
    linarith [mul_pow 2 (Real.sin (Real.arccos (1 - ε) / 2)) 2]
  rw [h, Real.sqrt_sq (by linarith)]

/-- As `ε` tends to 0 from above, the ratio of `arccos (1 - ε)` to `√(2ε)` tends to 1. -/
theorem tendsto_arccos_div_sqrt :
    Tendsto (fun ε : ℝ => Real.arccos (1 - ε) / Real.sqrt (2 * ε)) (𝓝[>] 0) (𝓝 1) := by
  have hc : ContinuousAt (fun ε : ℝ => (Real.sinc (Real.arccos (1 - ε) / 2))⁻¹) 0 := by
    apply ContinuousAt.inv₀
    · exact (Real.continuous_sinc.comp ((Real.continuous_arccos.comp
        (continuous_const.sub continuous_id)).div_const 2)).continuousAt
    · simp
  have h := hc.tendsto
  simp only [sub_zero, Real.arccos_one, zero_div, Real.sinc_zero, inv_one] at h
  -- the ratio of arc to chord is the inverse of sinc at the half angle
  refine (h.mono_left nhdsWithin_le_nhds).congr' ?_
  filter_upwards [Ioo_mem_nhdsGT (show (0 : ℝ) < 2 by norm_num)] with ε hε
  have hp : 0 < Real.arccos (1 - ε) := Real.arccos_pos.2 (by linarith [hε.1])
  rw [Real.sinc_of_ne_zero (by linarith : Real.arccos (1 - ε) / 2 ≠ 0 ∨ False
    |>.elim id False.elim), inv_div, sqrt_eq_chord hε.1.le hε.2.le, div_div]

end

end TendstoArccosDivSqrt
```

The error:

```
Main.lean:40:42: error(lean.invalidField): Invalid field notation: Field projection operates on types of the form `C ...` where C is a constant. The expression
  arccos (1 - ε) / 2 ≠ 0 ∨ False
has type `Prop` which does not have the necessary form.
Main.lean:28:85: error: unsolved goals
hc : ContinuousAt (fun ε => (sinc (arccos (1 - ε) / 2))⁻¹) 0
h : Tendsto (fun ε => (sinc (arccos (1 - ε) / 2))⁻¹) (𝓝 0) (𝓝 1)
ε : ℝ
hε : ε ∈ Set.Ioo 0 2
hp : 0 < arccos (1 - ε)
⊢ (sinc (arccos (1 - ε) / 2))⁻¹ = arccos (1 - ε) / √(2 * ε)
```

After these edits no error is left:

```diff
@@ -38,6 +38,6 @@
   filter_upwards [Ioo_mem_nhdsGT (show (0 : ℝ) < 2 by norm_num)] with ε hε
   have hp : 0 < Real.arccos (1 - ε) := Real.arccos_pos.2 (by linarith [hε.1])
-  rw [Real.sinc_of_ne_zero (by linarith : Real.arccos (1 - ε) / 2 ≠ 0 ∨ False
-    |>.elim id False.elim), inv_div, sqrt_eq_chord hε.1.le hε.2.le, div_div]
+  rw [Real.sinc_of_ne_zero (half_pos hp).ne', inv_div,
+    sqrt_eq_chord hε.1.le hε.2.le, div_div]
 
 end
```

What went wrong. The first message concerns the argument given to `Real.sinc_of_ne_zero`, which should be a proof that half the angle is nonzero. Inside the parentheses, everything after the colon is read as the type, including `|>.elim id False.elim`. Lean therefore looks for `.elim` on the proposition `arccos (1 - ε) / 2 ≠ 0 ∨ False` itself, when a proof of it was meant. A proposition has type `Prop`, which is not of the form field notation needs.

The second message follows from the first. The rewrite failed at its first term, so the equality between the inverse sinc and the ratio is left open, with none of the rewrites applied.

The repair supplies the proof directly. From `hp`, which says the angle is positive, `half_pos hp` gives that its half is positive, and `.ne'` turns this into the required `≠ 0`. `sinc` can then be unfolded, and the remaining rewrites, which are unchanged, bring both sides to the same form. The new line break is mere tidying.
